# The Kabsch sign correction: the greatest overlap attainable by a proper rotation in three dimensions

Superpose a chiral molecule on its mirror image by taking the best orthogonal matrix from a singular value decomposition, and the fit comes out perfect. The matrix found has determinant $-1$: it contains a reflection, which no rigid motion of the molecule can carry out, and the reported distance of zero hides the difference between two enantiomers. The remedy is to change one sign, and the result below says which sign and what it costs.

Let $p_k$ and $q_k$ be the paired atomic positions of two structures, as column vectors measured from their centroids. For an orthogonal matrix $R$,

$$\sum_k |q_k - Rp_k|^2 = \sum_k\left(|p_k|^2+|q_k|^2\right) - 2\,\mathrm{tr}(RM),\qquad M=\sum_k p_k q_k^T .$$

The best fit therefore has the greatest overlap $\mathrm{tr}(RM)$. Write $M = U\,\mathrm{diag}(s)\,V^T$ with $U$ and $V$ orthogonal and $s_0\ge s_1\ge s_2\ge 0$. The greatest overlap over proper rotations, $\det R=1$, is

$$s_0+s_1+\det U\,\det V\,s_2 .$$

## Diagonal weights and the trace of an improper matrix

Take first $M=\mathrm{diag}(s)$, for which the overlap is $R_{00}s_0+R_{11}s_1+R_{22}s_2$. The columns of $R$ are unit vectors, so each $R_{ii}\le 1$. The overlap is then at most $s_0+s_1+s_2$, and the identity, which has determinant 1, attains this value.

For determinant $-1$ a sharper bound is needed. Put $d=\det R$ and $t=\mathrm{tr}\,R$. Multiplying $R\,\mathrm{adj}R=d\,I$ on the left by $R^T$ gives $\mathrm{adj}R=d\,R^T$. The trace of the adjugate is the sum of the principal $2\times2$ minors, so

$$\sum_{i<j}\left(R_{ii}R_{jj}-R_{ij}R_{ji}\right)=d\,t .$$

The squares of all nine entries add up to 3. Hence

$$\begin{aligned}
\sum_{i<j}(R_{ij}-R_{ji})^2
&=3-\sum_i R_{ii}^2-2\sum_{i<j}R_{ij}R_{ji}\\
&=3-\sum_i R_{ii}^2-2\sum_{i<j}R_{ii}R_{jj}+2dt\\
&=3+2dt-t^2 .
\end{aligned}$$

The left side is non-negative. At $d=-1$ this reads $0\le 3-2t-t^2=(3+t)(1-t)$, which fails for $t>1$, so $t\le1$. Now regroup the overlap:

$$s_2\,t+(s_1-s_2)(R_{00}+R_{11})+(s_0-s_1)R_{00}
\le s_2+2(s_1-s_2)+(s_0-s_1)=s_0+s_1-s_2 .$$

The reflection $\mathrm{diag}(1,1,-1)$ attains the bound.

If $s_1>s_2$, it is the only improper matrix that does. Equality forces $R_{00}+R_{11}=2$, so both entries are 1. Then $t\le1$ gives $R_{22}\le-1$, and the unit column gives $R_{22}=-1$. Each column has used up its length on the diagonal, and all other entries vanish. If $s_1=s_2$, uniqueness fails, since $\mathrm{diag}(1,-1,1)$ does equally well.

## Changing frames for a general matrix

For $M=U\,\mathrm{diag}(s)\,V^T$, set $Q=V^TRU$. Cyclicity of the trace gives $\mathrm{tr}(RM)=\mathrm{tr}(Q\,\mathrm{diag}(s))$, and $\det Q=\sigma\det R$ with $\sigma=\det U\det V=\pm1$. Since $R=VQU^T$ recovers $R$, the proper rotations $R$ correspond exactly to the orthogonal $Q$ of determinant $\sigma$. The diagonal case then gives the maximum $s_0+s_1+\sigma s_2$, attained at

$$R=V\,\mathrm{diag}(1,1,\sigma)\,U^T .$$

In an alignment routine this takes a few lines: centre both structures, form $M$, decompose it with the singular values in descending order, compute the sign of $\det U\det V$, and reverse the last column of $V$ if that sign is negative before forming $VU^T$. In simulation practice this bears on the root-mean-square deviation between two conformations, for a fixed pairing of equally weighted atoms.

## Four atoms and their mirror image

Place atoms at $(3,2,1)$, $(3,-2,-1)$, $(-3,2,-1)$ and $(-3,-2,1)$, and let the $q_k$ be their reflections $z\to-z$. Both centroids are at the origin, and

$$M=\mathrm{diag}(36,16,-4),\quad U=\mathrm{diag}(1,1,-1),\quad s=(36,16,4),\quad V=I .$$

Here $\sigma=-1$. The squared lengths add up to $56$ for each structure. The unrestricted optimum has overlap $56$ and residual $112-112=0$, but it is the reflection. The best proper rotation has overlap $36+16-4=48$ and residual $112-96=16$, a root-mean-square deviation of $\sqrt{16/4}=2$. The formula for $R$ gives the identity, which indeed leaves every atom a distance 2 from its partner.

## Overlaps at fixed determinant in Lean

```lean
import Mathlib

open Matrix

namespace KabschSignCorrection
```

The overlaps available at a given determinant are collected in a set of real numbers.

```lean
/-- The overlaps tr(R M) attained by real orthogonal 3 by 3 matrices R of determinant d. -/
def overlaps (M : Matrix (Fin 3) (Fin 3) ℝ) (d : ℝ) : Set ℝ :=
  {x | ∃ R : Matrix (Fin 3) (Fin 3) ℝ, Rᵀ * R = 1 ∧ R.det = d ∧ (R * M).trace = x}
```

Here `Rᵀ * R = 1` says that $R$ is orthogonal, and `d` selects proper rotations (`1`) or improper ones (`-1`). A maximum will be stated as `IsGreatest`, which means that the value belongs to the set and bounds it from above. The improper maximiser gets a name.

```lean
/-- The reflection that reverses the last coordinate axis. -/
def reflectLast : Matrix (Fin 3) (Fin 3) ℝ := Matrix.diagonal ![1, 1, -1]
```

The weights are a function `s : Fin 3 → ℝ`, with the same indices 0, 1, 2 as above. The first lemma reads a diagonal entry of $R^TR=1$ as the norm of a column.

```lean
variable {R U V : Matrix (Fin 3) (Fin 3) ℝ} {s : Fin 3 → ℝ}

/-- Each column of an orthogonal matrix is a unit vector. -/
theorem column_norm (h : Rᵀ * R = 1) (j : Fin 3) :
    R 0 j ^ 2 + R 1 j ^ 2 + R 2 j ^ 2 = 1 := by
  have e := congrFun (congrFun h j) j
  rw [Matrix.mul_apply, Fin.sum_univ_three, Matrix.one_apply_eq] at e
  simp only [Matrix.transpose_apply] at e
  linear_combination e
```

## The trace bound from the adjugate

The next lemma is the identity for the squared antisymmetric part. `hadj` is the relation $\mathrm{adj}R=d\,R^T$, and `hexp` writes the trace of the adjugate as principal minors. The closing `linear_combination` adds the three column norms and subtracts twice the minor identity, as in the derivation.

```lean
/-- For an orthogonal 3 by 3 matrix R, the squares of the differences R i j - R j i over i < j add
up to 3 + 2 det(R) tr(R) - tr(R)². -/
theorem antisymmetric_part_sq (h : Rᵀ * R = 1) :
    (R 0 1 - R 1 0) ^ 2 + (R 0 2 - R 2 0) ^ 2 + (R 1 2 - R 2 1) ^ 2
      = 3 + 2 * R.det * R.trace - R.trace ^ 2 := by
  -- the cofactors of an orthogonal matrix are its own entries, up to the determinant
  have hadj : R.adjugate = R.det • Rᵀ := by
    calc R.adjugate = Rᵀ * R * R.adjugate := by rw [h, Matrix.one_mul]
      _ = R.det • Rᵀ := by
        rw [Matrix.mul_assoc, Matrix.mul_adjugate, Matrix.mul_smul, Matrix.mul_one]
  have hexp : R.adjugate.trace = (R 1 1 * R 2 2 - R 1 2 * R 2 1)
      + (R 0 0 * R 2 2 - R 0 2 * R 2 0) + (R 0 0 * R 1 1 - R 0 1 * R 1 0) := by
    rw [Matrix.adjugate_fin_three, Matrix.trace_fin_three]
    simp
  rw [hadj, Matrix.trace_smul, Matrix.trace_transpose, smul_eq_mul] at hexp
  have ht := Matrix.trace_fin_three R
  rw [ht] at hexp ⊢
  linear_combination column_norm h 0 + column_norm h 1 + column_norm h 2 - 2 * hexp
```

Setting the determinant to $-1$ gives the trace bound. The proof supposes $t>1$ and finds a contradiction, using $3-2t-t^2=-(t-1)^2-4(t-1)$.

```lean
/-- An orthogonal 3 by 3 matrix of determinant minus one has trace at most one. -/
theorem improper_trace_le_one (h : Rᵀ * R = 1) (hd : R.det = -1) : R.trace ≤ 1 := by
  have e := antisymmetric_part_sq h
  rw [hd] at e
  have hpos : 0 ≤ 3 + 2 * (-1) * R.trace - R.trace ^ 2 := by
    rw [← e]
    positivity
  by_contra hc
  nlinarith [sq_nonneg (R.trace - 1), not_le.mp hc]
```

## The two maxima for diagonal weights

```lean
/-- The overlap with a diagonal matrix is the weighted sum of the diagonal entries of R. -/
theorem overlap_diagonal (R : Matrix (Fin 3) (Fin 3) ℝ) (s : Fin 3 → ℝ) :
    (R * Matrix.diagonal s).trace = R 0 0 * s 0 + R 1 1 * s 1 + R 2 2 * s 2 := by
  simp [Matrix.trace_fin_three, Matrix.mul_diagonal]
```

The main statement assumes the ordering $s_0\ge s_1\ge s_2\ge0$ through `h01`, `h12` and `h2`. Ties and zeros are allowed. If $s_2=0$, as for a planar structure, the two maxima coincide, although the sign still decides whether the matrix found is a rotation.

```lean
/-- For ordered non-negative s, the greatest overlap with diag(s) is s₀ + s₁ + s₂ over
orthogonal matrices of determinant one and s₀ + s₁ - s₂ over those of determinant minus one. -/
theorem kabsch_sign_correction (h01 : s 1 ≤ s 0) (h12 : s 2 ≤ s 1) (h2 : 0 ≤ s 2) :
    IsGreatest (overlaps (Matrix.diagonal s) 1) (s 0 + s 1 + s 2) ∧
    IsGreatest (overlaps (Matrix.diagonal s) (-1)) (s 0 + s 1 - s 2) := by
  refine ⟨⟨⟨1, by simp, by simp, ?_⟩, ?_⟩, ⟨⟨reflectLast, ?_, ?_, ?_⟩, ?_⟩⟩
  · rw [overlap_diagonal]
    simp
  · rintro x ⟨R, hR, -, rfl⟩
    rw [overlap_diagonal]
    have b0 : R 0 0 ≤ 1 := by nlinarith [column_norm hR 0, sq_nonneg (R 1 0), sq_nonneg (R 2 0)]
    have b1 : R 1 1 ≤ 1 := by nlinarith [column_norm hR 1, sq_nonneg (R 0 1), sq_nonneg (R 2 1)]
    have b2 : R 2 2 ≤ 1 := by nlinarith [column_norm hR 2, sq_nonneg (R 0 2), sq_nonneg (R 1 2)]
    have p1 : 0 ≤ s 1 := h2.trans h12
    linarith [mul_nonneg (p1.trans h01) (sub_nonneg.mpr b0),
      mul_nonneg p1 (sub_nonneg.mpr b1), mul_nonneg h2 (sub_nonneg.mpr b2)]
  · rw [reflectLast, Matrix.diagonal_transpose, Matrix.diagonal_mul_diagonal]
    ext i j
    fin_cases i <;> fin_cases j <;> simp
  · simp [reflectLast, Matrix.det_diagonal, Fin.prod_univ_three]
  · rw [overlap_diagonal]
    simp [reflectLast]
    ring
  · rintro x ⟨R, hR, hd, rfl⟩
    have ht := improper_trace_le_one hR hd
    rw [Matrix.trace_fin_three] at ht
    rw [overlap_diagonal]
    have b0 : R 0 0 ≤ 1 := by nlinarith [column_norm hR 0, sq_nonneg (R 1 0), sq_nonneg (R 2 0)]
    have b1 : R 1 1 ≤ 1 := by nlinarith [column_norm hR 1, sq_nonneg (R 0 1), sq_nonneg (R 2 1)]
    -- split the weights into s₂, s₁ - s₂ and s₀ - s₁
    linarith [mul_nonneg h2 (sub_nonneg.mpr ht),
      mul_nonneg (sub_nonneg.mpr h12) (by linarith : 0 ≤ 2 - R 0 0 - R 1 1),
      mul_nonneg (sub_nonneg.mpr h01) (sub_nonneg.mpr b0)]
```

The `refine` line supplies the identity and `reflectLast` as the matrices that attain the maxima. What remains is to check their properties and to prove the two upper bounds. The proper bound adds the non-negative products $s_i(1-R_{ii})$. The improper bound adds the three products from the regrouped overlap, with `ht` providing $t\le1$.

Uniqueness is stated as an equivalence. The weights are again ordered and non-negative, now with the strict inequality `s 2 < s 1`.

```lean
/-- If s₂ < s₁, the reflection of the last axis is the only orthogonal matrix of determinant
minus one whose overlap with diag(s) is s₀ + s₁ - s₂. -/
theorem improper_maximiser_unique (h01 : s 1 ≤ s 0) (h12 : s 2 < s 1) (h2 : 0 ≤ s 2)
    (hR : Rᵀ * R = 1) (hd : R.det = -1) :
    (R * Matrix.diagonal s).trace = s 0 + s 1 - s 2 ↔ R = reflectLast := by
  constructor
  · intro he
    rw [overlap_diagonal] at he
    have ht := improper_trace_le_one hR hd
    rw [Matrix.trace_fin_three] at ht
    have c0 := column_norm hR 0
    have c1 := column_norm hR 1
    have c2 := column_norm hR 2
    have b0 : R 0 0 ≤ 1 := by nlinarith [sq_nonneg (R 1 0), sq_nonneg (R 2 0)]
    have b1 : R 1 1 ≤ 1 := by nlinarith [sq_nonneg (R 0 1), sq_nonneg (R 2 1)]
    -- equality forces the first two diagonal entries to be one
    have hz : (s 1 - s 2) * (2 - R 0 0 - R 1 1) ≤ 0 := by
      linarith [mul_nonneg h2 (sub_nonneg.mpr ht),
        mul_nonneg (sub_nonneg.mpr h01) (sub_nonneg.mpr b0)]
    have hs : 2 - R 0 0 - R 1 1 ≤ 0 := by
      by_contra hc
      exact absurd hz (not_le_of_gt (mul_pos (sub_pos.mpr h12) (not_le.mp hc)))
    have e0 : R 0 0 = 1 := by linarith
    have e1 : R 1 1 = 1 := by linarith
    have l2 : R 2 2 ≤ -1 := by linarith
    have e2 : R 2 2 = -1 := by
      apply le_antisymm l2
      nlinarith [sq_nonneg (R 0 2), sq_nonneg (R 1 2)]
    rw [e0] at c0
    rw [e1] at c1
    rw [e2] at c2
    -- unit columns leave no room for off-diagonal entries
    have zero_of : ∀ x y : ℝ, x ^ 2 + y ^ 2 = 0 → x = 0 ∧ y = 0 := fun x y h =>
      ⟨pow_eq_zero_iff two_ne_zero |>.mp (by linarith [sq_nonneg x, sq_nonneg y]),
        pow_eq_zero_iff two_ne_zero |>.mp (by linarith [sq_nonneg x, sq_nonneg y])⟩
    obtain ⟨z10, z20⟩ := zero_of (R 1 0) (R 2 0) (by linarith)
    obtain ⟨z01, z21⟩ := zero_of (R 0 1) (R 2 1) (by linarith)
    obtain ⟨z02, z12⟩ := zero_of (R 0 2) (R 1 2) (by linarith)
    ext i j
    fin_cases i <;> fin_cases j <;>
      simp [reflectLast, e0, e1, e2, z10, z20, z01, z21, z02, z12]
  · intro h
    rw [h, overlap_diagonal]
    simp [reflectLast]
    ring
```

In the forward direction, `hz` extracts $(s_1-s_2)(2-R_{00}-R_{11})\le0$ from the equality, and the strict gap turns this into `hs`. The diagonal entries follow, and `zero_of` clears the off-diagonal ones column by column.

## Handedness of the two frames

The change of variables is an equality of sets, valid for any real $3\times3$ matrix `M` and any `d`.

```lean
/-- Orthogonal changes of frame U and V carry the overlaps with U M Vᵀ at determinant d to
the overlaps with M at determinant det(U) det(V) d. -/
theorem overlaps_change_frame (hU : Uᵀ * U = 1) (hV : Vᵀ * V = 1)
    (M : Matrix (Fin 3) (Fin 3) ℝ) (d : ℝ) :
    overlaps (U * M * Vᵀ) d = overlaps M (U.det * V.det * d) := by
  have orth_mul : ∀ A B : Matrix (Fin 3) (Fin 3) ℝ,
      Aᵀ * A = 1 → Bᵀ * B = 1 → (A * B)ᵀ * (A * B) = 1 := by
    intro A B hA hB
    calc (A * B)ᵀ * (A * B) = Bᵀ * (Aᵀ * A) * B := by
          simp only [Matrix.transpose_mul, Matrix.mul_assoc]
      _ = 1 := by rw [hA, Matrix.mul_one, hB]
  have orth_tr : ∀ A : Matrix (Fin 3) (Fin 3) ℝ, Aᵀ * A = 1 → Aᵀᵀ * Aᵀ = 1 := by
    intro A hA
    rw [Matrix.transpose_transpose]
    exact mul_eq_one_comm.mp hA
  have hu := congrArg Matrix.det hU
  have hv := congrArg Matrix.det hV
  rw [Matrix.det_mul, Matrix.det_transpose, Matrix.det_one] at hu hv
  ext x
  constructor
  · rintro ⟨R, hR, hd, rfl⟩
    refine ⟨Vᵀ * R * U, orth_mul _ _ (orth_mul _ _ (orth_tr V hV) hR) hU, ?_, ?_⟩
    · rw [Matrix.det_mul, Matrix.det_mul, Matrix.det_transpose, hd]
      ring
    · have e : R * (U * M * Vᵀ) = (R * U * M) * Vᵀ := by simp only [Matrix.mul_assoc]
      rw [e, Matrix.trace_mul_comm (R * U * M) Vᵀ]
      simp only [Matrix.mul_assoc]
  · rintro ⟨Q, hQ, hd, rfl⟩
    refine ⟨V * Q * Uᵀ, orth_mul _ _ (orth_mul _ _ hV hQ) (orth_tr U hU), ?_, ?_⟩
    · rw [Matrix.det_mul, Matrix.det_mul, Matrix.det_transpose, hd]
      linear_combination d * V.det ^ 2 * hu + d * hv
    · have e : V * Q * Uᵀ * (U * M * Vᵀ) = V * (Q * (Uᵀ * U) * M) * Vᵀ := by
        simp only [Matrix.mul_assoc]
      rw [e, hU, Matrix.mul_one, Matrix.trace_mul_comm (V * (Q * M)) Vᵀ,
        ← Matrix.mul_assoc, hV, Matrix.one_mul]
```

The two inclusions use $Q=V^TRU$ and $R=VQU^T$. The helpers `orth_mul` and `orth_tr` show that products and transposes of orthogonal matrices are orthogonal, and `Matrix.trace_mul_comm` supplies the cyclicity. On the way back, the determinant returns to $d$ because $(\det U)^2=(\det V)^2=1$.

The last theorem takes the matrix in its factorised form, with the singular values in descending order. That every real matrix has such a factorisation is a standard fact, and here the factors are given as data.

```lean
/-- For a matrix with singular value decomposition U diag(s) Vᵀ, the greatest overlap over
proper rotations is s₀ + s₁ + det(U) det(V) s₂. -/
theorem kabsch_proper_rotation (h01 : s 1 ≤ s 0) (h12 : s 2 ≤ s 1) (h2 : 0 ≤ s 2)
    (hU : Uᵀ * U = 1) (hV : Vᵀ * V = 1) :
    IsGreatest (overlaps (U * Matrix.diagonal s * Vᵀ) 1)
      (s 0 + s 1 + U.det * V.det * s 2) := by
  have hu := congrArg Matrix.det hU
  have hv := congrArg Matrix.det hV
  rw [Matrix.det_mul, Matrix.det_transpose, Matrix.det_one] at hu hv
  have hp : (U.det * V.det) * (U.det * V.det) = 1 := by
    linear_combination V.det ^ 2 * hu + hv
  have hk := kabsch_sign_correction h01 h12 h2
  rw [overlaps_change_frame hU hV, mul_one]
  -- the two frames have either equal or opposite handedness
  rcases mul_self_eq_one_iff.mp hp with h | h
  · rw [h, one_mul]
    exact hk.1
  · rw [h, neg_one_mul, ← sub_eq_add_neg]
    exact hk.2

end KabschSignCorrection
```

`hp` states that $\sigma^2=1$, so $\sigma$ is $1$ or $-1$. In the first case the proper half of `kabsch_sign_correction` finishes the proof, in the second the improper half.

```lean
#print axioms KabschSignCorrection.improper_maximiser_unique
#print axioms KabschSignCorrection.kabsch_proper_rotation
```

```
'KabschSignCorrection.improper_maximiser_unique' depends on axioms: [propext, Classical.choice, Quot.sound]
'KabschSignCorrection.kabsch_proper_rotation' depends on axioms: [propext, Classical.choice, Quot.sound]
```
